# Least and greatest mean seniority of a real two-electron singlet under real orbital rotations

A seniority quoted without its orbitals can mislead: the same two-electron singlet may look fully paired in one basis and almost entirely open-shell in another. The bounds below say how far the number can move under real orbital rotations.

In $n$ real orthonormal orbitals, let $C_{ij}$, taken real, be the amplitude for the spin-up electron in orbital $i$ and the spin-down electron in orbital $j$. A singlet has $C=C^T$, and normalisation is $\sum_{ij}C_{ij}^2=1$, which forces $n\ge1$. Off-diagonal amplitudes describe two singly occupied orbitals, so the mean seniority after a rotation $U$ is
$$F(U)=2\sum_{i\ne j}(UCU^T)_{ij}^2 .$$

In Lean, the finite type `ι` labels the orbitals, `Fintype.card ι` is $n$, and `seniority C U` is $F(U)$. This formula is taken as the definition; the Fock-space state is not constructed.

```lean
import Mathlib

open Matrix

namespace SingletSeniorityRange

noncomputable section

variable {ι : Type*} [Fintype ι] [DecidableEq ι]

/-- Mean seniority of the two-electron singlet with amplitudes `C` in the orbitals given by the
rows of `U`: twice the total weight of the off-diagonal amplitudes. -/
def seniority (C U : Matrix ι ι ℝ) : ℝ :=
  2 * ∑ i, ∑ j, if i = j then 0 else (U * C * Uᵀ) i j ^ 2
```

The rows $u_i$ of $U$ are the new orbitals, and `OrthoRows` states their orthonormality.

```lean
/-- The orbitals `u i` are orthonormal. -/
def OrthoRows (u : ι → ι → ℝ) : Prop :=
  ∀ i j, u i ⬝ᵥ u j = if i = j then 1 else 0
```

## (a) Orthogonal matrices and orthonormal orbitals

Show that $UU^T=1$ exactly when the rows of $U$ are orthonormal.

Entry by entry, $(UU^T)_{ij}=\sum_k U_{ik}U_{jk}=u_i\cdot u_j$, which must equal $\delta_{ij}$.

```lean
/-- A matrix is orthogonal exactly when its rows are orthonormal orbitals. -/
theorem orthoRows_iff (U : Matrix ι ι ℝ) : OrthoRows U ↔ U * Uᵀ = 1 := by
  rw [← Matrix.ext_iff]
  simp only [OrthoRows, Matrix.mul_apply, Matrix.one_apply, Matrix.transpose_apply, dotProduct]
```

## (b) Rotated amplitudes as matrix elements

Express $(UCU^T)_{ij}$ through the new orbitals.

$$(UCU^T)_{ij}=\sum_{kl}U_{ik}C_{kl}U_{jl}=u_i\cdot Cu_j .$$

```lean
omit [DecidableEq ι] in
/-- A rotated amplitude is the matrix element of `C` between two of the new orbitals. -/
theorem rotated_apply (C U : Matrix ι ι ℝ) (i j : ι) :
    (U * C * Uᵀ) i j = U i ⬝ᵥ (C *ᵥ U j) := by
  rw [Matrix.mul_assoc]
  simp only [Matrix.mul_apply, Matrix.transpose_apply, dotProduct, Matrix.mulVec]
```

## (c) Invariance of the trace

Show that rotation preserves $\operatorname{tr}C$.

For square $U$, $UU^T=1$ also gives $U^TU=1$. Cyclicity then yields $\operatorname{tr}(UCU^T)=\operatorname{tr}(U^TUC)=\operatorname{tr}C$.

```lean
/-- The trace of a real amplitude matrix is unchanged by a real orthogonal change of orbitals. -/
theorem trace_rotated (C : Matrix ι ι ℝ) {U : Matrix ι ι ℝ} (hU : U * Uᵀ = 1) :
    (U * C * Uᵀ).trace = C.trace := by
  rw [Matrix.trace_mul_comm, ← Matrix.mul_assoc, mul_eq_one_comm.mp hU, Matrix.one_mul]
```

## (d) Seniority as a spread of diagonal amplitudes

Write $F$ in terms of the diagonal amplitudes $d_i=M_{ii}$ of $M=UCU^T$.

Since $MM^T=UCC^TU^T$, part (c) gives $\sum_{ij}M_{ij}^2=\operatorname{tr}(CC^T)=1$. Hence $F=2-2\sum_i d_i^2$. With $m=\operatorname{tr}C/n$ and $\sum_i d_i=\operatorname{tr}C$,
$$\sum_i(d_i-m)^2=\sum_i d_i^2-2m\operatorname{tr}C+nm^2=\sum_i d_i^2-\frac{(\operatorname{tr}C)^2}{n},$$
$$F=2-\frac{2(\operatorname{tr}C)^2}{n}-2\sum_i(d_i-m)^2 .$$

In the proof, `htot` is the conserved weight, `hoff` removes the diagonal and `hvar` expands the square.

```lean
/-- For a normalised real singlet in real orthonormal orbitals, the mean seniority is `2 - 2 (tr C)²
/ n` minus twice the summed squared deviation of the diagonal amplitudes from their mean `tr C / n`.
-/
theorem seniority_eq (C : Matrix ι ι ℝ) (hnorm : ∑ i, ∑ j, C i j ^ 2 = 1)
    {U : Matrix ι ι ℝ} (hU : U * Uᵀ = 1) :
    seniority C U = 2 - 2 * C.trace ^ 2 / Fintype.card ι
      - 2 * ∑ i, ((U * C * Uᵀ) i i - C.trace / Fintype.card ι) ^ 2 := by
  have hcard : (Fintype.card ι : ℝ) ≠ 0 := by
    rcases isEmpty_or_nonempty ι with h | h
    · simp at hnorm
    · exact Nat.cast_ne_zero.mpr Fintype.card_ne_zero
  have hsq : ∀ M : Matrix ι ι ℝ, ∑ i, ∑ j, M i j ^ 2 = (M * Mᵀ).trace := by
    intro M
    simp only [Matrix.trace, Matrix.diag_apply, Matrix.mul_apply, Matrix.transpose_apply, pow_two]
  -- the total weight is invariant
  have hprod : (U * C * Uᵀ) * (U * C * Uᵀ)ᵀ = U * (C * Cᵀ) * Uᵀ := by
    calc (U * C * Uᵀ) * (U * C * Uᵀ)ᵀ = U * C * (Uᵀ * U) * Cᵀ * Uᵀ := by
          simp only [Matrix.transpose_mul, Matrix.transpose_transpose, Matrix.mul_assoc]
      _ = U * (C * Cᵀ) * Uᵀ := by
          rw [mul_eq_one_comm.mp hU]
          simp only [Matrix.mul_one, Matrix.mul_assoc]
  have htot : ∑ i, ∑ j, (U * C * Uᵀ) i j ^ 2 = 1 := by
    rw [hsq, hprod, trace_rotated _ hU, ← hsq, hnorm]
  have htr : ∑ i, (U * C * Uᵀ) i i = C.trace := trace_rotated C hU
  unfold seniority
  generalize U * C * Uᵀ = M at htot htr ⊢
  have hoff : ∀ i, (∑ j, if i = j then 0 else M i j ^ 2) = ∑ j, M i j ^ 2 - M i i ^ 2 := by
    intro i
    have h : ∀ j, (if i = j then (0 : ℝ) else M i j ^ 2)
        = M i j ^ 2 - if i = j then M i j ^ 2 else 0 := by
      intro j
      split_ifs <;> simp
    simp only [h, Finset.sum_sub_distrib, Finset.sum_ite_eq, Finset.mem_univ, if_true]
  -- expand the squared deviation around the mean
  have hvar : ∀ m : ℝ, ∑ i, (M i i - m) ^ 2
      = ∑ i, M i i ^ 2 - 2 * m * C.trace + Fintype.card ι * m ^ 2 := by
    intro m
    have h : ∀ i, (M i i - m) ^ 2 = M i i ^ 2 - 2 * m * M i i + m ^ 2 := fun i => by ring
    simp only [h, Finset.sum_add_distrib, Finset.sum_sub_distrib, ← Finset.mul_sum, htr,
      Finset.sum_const, Finset.card_univ, nsmul_eq_mul]
  simp only [hoff, Finset.sum_sub_distrib, htot, hvar]
  field_simp
  ring
```

## (e) Equalising two diagonal amplitudes

Suppose $d_p\ne d_q$, where now $d_i=u_i\cdot Cu_i$. Find an orthonormal basis with smaller $\sum_i d_i^2$.

Take $w=\cos t\,u_p+\sin t\,u_q$ and reflect: $v_i=u_i-2(u_i\cdot w)w$. This preserves orthonormality and changes only orbitals $p$ and $q$. With $P=\cos2t$ and $S=\sin2t$,
$$v_p=-Pu_p-Su_q,\qquad v_q=-Su_p+Pu_q .$$
Put $e=u_p\cdot Cu_q+u_q\cdot Cu_p$. The new diagonal amplitudes are
$$d_p'=P^2d_p+PSe+S^2d_q,\qquad d_q'=S^2d_p-PSe+P^2d_q .$$
Their difference, $(P^2-S^2)(d_p-d_q)+2PSe$, is $d_p-d_q$ at $t=0$ and $d_q-d_p$ at $t=\pi/4$, so it vanishes in between. Their sum is unchanged, so both become $(d_p+d_q)/2$, and the sum of squares drops by $(d_p-d_q)^2/2>0$.

The step `angle` supplies the zero, `e1`–`e3` give the reflected orbitals, and `hA` and `hD` their diagonal amplitudes.

```lean
/-- If two diagonal amplitudes differ, some other orthonormal basis has a smaller sum of squared
diagonal amplitudes. -/
theorem exists_smaller_diagonal (C : Matrix ι ι ℝ) {u : ι → ι → ℝ} (hu : OrthoRows u) {p q : ι}
    (h : u p ⬝ᵥ (C *ᵥ u p) ≠ u q ⬝ᵥ (C *ᵥ u q)) :
    ∃ v, OrthoRows v ∧
      ∑ i, (v i ⬝ᵥ (C *ᵥ v i)) ^ 2 < ∑ i, (u i ⬝ᵥ (C *ᵥ u i)) ^ 2 := by
  have hpq : p ≠ q := by
    rintro rfl
    exact h rfl
  have o : ∀ i j, u i ⬝ᵥ u j = if i = j then 1 else 0 := hu
  -- an angle that equalises the two diagonal amplitudes
  have angle : ∀ a d e : ℝ, ∃ x y : ℝ, x ^ 2 + y ^ 2 = 1 ∧
      ((2 * x ^ 2 - 1) ^ 2 - (2 * y * x) ^ 2) * (a - d)
        + 2 * (2 * x ^ 2 - 1) * (2 * y * x) * e = 0 := by
    intro a d e
    let f : ℝ → ℝ := fun t => (Real.cos (2 * t) ^ 2 - Real.sin (2 * t) ^ 2) * (a - d)
      + 2 * Real.cos (2 * t) * Real.sin (2 * t) * e
    have hf : Continuous f := by fun_prop
    have h0 : f 0 = a - d := by simp [f]
    have h1 : f (Real.pi / 4) = d - a := by
      have h2 : 2 * (Real.pi / 4) = Real.pi / 2 := by ring
      simp only [f, h2, Real.cos_pi_div_two, Real.sin_pi_div_two]
      ring
    have hz : ∃ t, f t = 0 := by
      rcases le_total a d with had | had
      · exact mem_range_of_exists_le_of_exists_ge hf ⟨0, by rw [h0]; linarith⟩
          ⟨Real.pi / 4, by rw [h1]; linarith⟩
      · exact mem_range_of_exists_le_of_exists_ge hf ⟨Real.pi / 4, by rw [h1]; linarith⟩
          ⟨0, by rw [h0]; linarith⟩
    obtain ⟨t, ht⟩ := hz
    refine ⟨Real.cos t, Real.sin t, Real.cos_sq_add_sin_sq t, ?_⟩
    simpa only [f, Real.cos_two_mul, Real.sin_two_mul] using ht
  obtain ⟨x, y, hxy, ht⟩ := angle (u p ⬝ᵥ (C *ᵥ u p)) (u q ⬝ᵥ (C *ᵥ u q))
    (u p ⬝ᵥ (C *ᵥ u q) + u q ⬝ᵥ (C *ᵥ u p))
  obtain ⟨P, hP⟩ : ∃ P, P = 2 * x ^ 2 - 1 := ⟨_, rfl⟩
  obtain ⟨S, hS⟩ : ∃ S, S = 2 * y * x := ⟨_, rfl⟩
  rw [← hP, ← hS] at ht
  have hPS : P ^ 2 + S ^ 2 = 1 := by
    rw [hP, hS]
    linear_combination 4 * x ^ 2 * hxy
  -- reflect all orbitals along the unit vector w in the plane of orbitals p and q
  obtain ⟨w, hw⟩ : ∃ w, w = x • u p + y • u q := ⟨_, rfl⟩
  have hpw : u p ⬝ᵥ w = x := by
    rw [hw]
    simp [dotProduct_add, dotProduct_smul, o, hpq]
  have hqw : u q ⬝ᵥ w = y := by
    rw [hw]
    simp [dotProduct_add, dotProduct_smul, o, hpq.symm]
  have hww : w ⬝ᵥ w = 1 := by
    calc w ⬝ᵥ w = (x • u p + y • u q) ⬝ᵥ w := by rw [← hw]
      _ = 1 := by
        simp only [add_dotProduct, smul_dotProduct, hpw, hqw, smul_eq_mul]
        linear_combination hxy
  obtain ⟨v, hv⟩ : ∃ v : ι → ι → ℝ, ∀ i, v i = u i - (2 * (u i ⬝ᵥ w)) • w :=
    ⟨_, fun _ => rfl⟩
  have e1 : v p = (-P) • u p + (-S) • u q := by
    rw [hv, hpw, hw, hP, hS]
    module
  have e2 : v q = (-S) • u p + P • u q := by
    have hP' : P = 1 - 2 * y ^ 2 := by linarith
    rw [hv, hqw, hw, hP', hS]
    module
  have e3 : ∀ k, k ≠ p ∧ k ≠ q → v k = u k := by
    intro k hk
    have hkw : u k ⬝ᵥ w = 0 := by
      rw [hw]
      simp [dotProduct_add, dotProduct_smul, o, hk.1, hk.2]
    rw [hv, hkw]
    simp
  refine ⟨v, ?_, ?_⟩
  · intro i j
    rw [← o i j, hv i, hv j]
    simp only [sub_dotProduct, dotProduct_sub, smul_dotProduct, dotProduct_smul, smul_eq_mul,
      hww, dotProduct_comm w (u j)]
    ring
  · have hA : v p ⬝ᵥ (C *ᵥ v p) = P ^ 2 * (u p ⬝ᵥ (C *ᵥ u p))
        + P * S * (u p ⬝ᵥ (C *ᵥ u q) + u q ⬝ᵥ (C *ᵥ u p)) + S ^ 2 * (u q ⬝ᵥ (C *ᵥ u q)) := by
      rw [e1]
      simp only [Matrix.mulVec_add, Matrix.mulVec_smul, add_dotProduct, dotProduct_add,
        smul_dotProduct, dotProduct_smul, smul_eq_mul]
      ring
    have hD : v q ⬝ᵥ (C *ᵥ v q) = S ^ 2 * (u p ⬝ᵥ (C *ᵥ u p))
        - P * S * (u p ⬝ᵥ (C *ᵥ u q) + u q ⬝ᵥ (C *ᵥ u p)) + P ^ 2 * (u q ⬝ᵥ (C *ᵥ u q)) := by
      rw [e2]
      simp only [Matrix.mulVec_add, Matrix.mulVec_smul, add_dotProduct, dotProduct_add,
        smul_dotProduct, dotProduct_smul, smul_eq_mul]
      ring
    have heq : v p ⬝ᵥ (C *ᵥ v p) = v q ⬝ᵥ (C *ᵥ v q) := by
      linear_combination hA - hD + ht
    have hsum : v p ⬝ᵥ (C *ᵥ v p) + v q ⬝ᵥ (C *ᵥ v q)
        = u p ⬝ᵥ (C *ᵥ u p) + u q ⬝ᵥ (C *ᵥ u q) := by
      linear_combination hA + hD + (u p ⬝ᵥ (C *ᵥ u p) + u q ⬝ᵥ (C *ᵥ u q)) * hPS
    -- only the orbitals p and q contribute to the change
    have hdiff := Fintype.sum_eq_add
      (f := fun i => (u i ⬝ᵥ (C *ᵥ u i)) ^ 2 - (v i ⬝ᵥ (C *ᵥ v i)) ^ 2) p q hpq
      (fun k hk => by simp only [e3 k hk, sub_self])
    simp only [Finset.sum_sub_distrib] at hdiff
    have hpos := sq_pos_of_ne_zero (sub_ne_zero.mpr h)
    rw [← heq] at hsum hdiff
    have hmean : v p ⬝ᵥ (C *ᵥ v p)
        = (u p ⬝ᵥ (C *ᵥ u p) + u q ⬝ᵥ (C *ᵥ u q)) / 2 := by linarith
    rw [hmean] at hdiff
    nlinarith [hdiff, hpos]
```

## (f) A basis with uniform diagonal

Show that some orthonormal basis makes all $d_i$ equal.

Orthonormal bases form a closed set with entries in $[-1,1]$, hence a compact one, and it contains the identity. The continuous function $\sum_i d_i^2$ therefore has a minimiser. Two unequal diagonal amplitudes there would contradict (e).

```lean
/-- Every real amplitude matrix has an orthonormal orbital basis in which all diagonal amplitudes
are equal. -/
theorem exists_uniform_diagonal (C : Matrix ι ι ℝ) :
    ∃ U : Matrix ι ι ℝ, U * Uᵀ = 1 ∧ ∀ i j, (U * C * Uᵀ) i i = (U * C * Uᵀ) j j := by
  have hclosed : IsClosed {u : ι → ι → ℝ | OrthoRows u} := by
    simp only [OrthoRows, Set.ofPred_forall]
    exact isClosed_iInter fun i => isClosed_iInter fun j =>
      isClosed_eq (by simp only [dotProduct]; fun_prop) continuous_const
  have hbox : IsCompact (Set.pi Set.univ fun _ : ι => Set.pi Set.univ fun _ : ι =>
      Set.Icc (-1 : ℝ) 1) :=
    isCompact_univ_pi fun _ => isCompact_univ_pi fun _ => isCompact_Icc
  have hK : IsCompact {u : ι → ι → ℝ | OrthoRows u} := by
    refine hbox.of_isClosed_subset hclosed ?_
    intro u hu i _ k _
    have h1 : ∑ l, u i l * u i l = 1 := by simpa [dotProduct] using hu i i
    have h2 : u i k * u i k ≤ ∑ l, u i l * u i l :=
      Finset.single_le_sum (f := fun l => u i l * u i l)
        (fun l _ => mul_self_nonneg (u i l)) (Finset.mem_univ k)
    constructor <;> nlinarith
  have hcont : Continuous fun u : ι → ι → ℝ => ∑ i, (u i ⬝ᵥ (C *ᵥ u i)) ^ 2 := by
    simp only [dotProduct, Matrix.mulVec]
    fun_prop
  -- a basis minimising the squared diagonal has a uniform diagonal
  obtain ⟨u, hu, hmin⟩ := hK.exists_isMinOn
    ⟨(1 : Matrix ι ι ℝ), (orthoRows_iff 1).2 (by simp)⟩ hcont.continuousOn
  have hd : ∀ k, (Matrix.of u * C * (Matrix.of u)ᵀ) k k = u k ⬝ᵥ (C *ᵥ u k) :=
    fun k => rotated_apply C (Matrix.of u) k k
  refine ⟨Matrix.of u, (orthoRows_iff (Matrix.of u)).1 hu, fun i j => ?_⟩
  rw [hd i, hd j]
  by_contra hne
  obtain ⟨v, hv, hlt⟩ := exists_smaller_diagonal C hu hne
  exact absurd (isMinOn_iff.mp hmin v hv) (not_le_of_gt hlt)
```

## (g) A basis of seniority zero

Find $U$ with $F(U)=0$.

Use orthonormal eigenvectors of the symmetric matrix $C$. For $i\ne j$, $u_i\cdot Cu_j=\lambda_j\,u_i\cdot u_j=0$. Thus, for two electrons in a real singlet and a finite orbital basis, a seniority-zero expansion in these orbitals loses nothing.

```lean
/-- A real symmetric amplitude matrix has an orthonormal orbital basis of zero seniority. -/
theorem exists_seniority_zero (C : Matrix ι ι ℝ) (hC : C.IsSymm) :
    ∃ U : Matrix ι ι ℝ, U * Uᵀ = 1 ∧ seniority C U = 0 := by
  have hH : C.IsHermitian := by
    rw [Matrix.IsHermitian, Matrix.conjTranspose_eq_transpose_of_trivial]
    exact hC
  -- the new orbitals are the eigenvectors of C
  let u : ι → ι → ℝ := fun i => (hH.eigenvectorBasis i).ofLp
  have hu : OrthoRows u := by
    intro i j
    have h1 : u i ⬝ᵥ u j = inner ℝ (hH.eigenvectorBasis j) (hH.eigenvectorBasis i) := by
      rw [EuclideanSpace.inner_eq_star_dotProduct, star_trivial]
    rw [h1, orthonormal_iff_ite.mp hH.eigenvectorBasis.orthonormal j i]
    simp only [eq_comm]
  refine ⟨Matrix.of u, (orthoRows_iff (Matrix.of u)).1 hu, ?_⟩
  have hz : ∀ i j, (if i = j then (0 : ℝ) else
      (Matrix.of u * C * (Matrix.of u)ᵀ) i j ^ 2) = 0 := by
    intro i j
    split_ifs with hij
    · rfl
    · have h2 : C *ᵥ u j = hH.eigenvalues j • u j := hH.mulVec_eigenvectorBasis j
      have hr : (Matrix.of u * C * (Matrix.of u)ᵀ) i j = u i ⬝ᵥ (C *ᵥ u j) :=
        rotated_apply C (Matrix.of u) i j
      rw [hr, h2, dotProduct_smul, hu i j, if_neg hij]
      simp
  unfold seniority
  simp only [hz, Finset.sum_const_zero, mul_zero]
```

## (h) Both extremes are attained

Determine the least and greatest values of $F$.

As a sum of squares, $F\ge0$, with equality in (g). By (d), $F\le2-2(\operatorname{tr}C)^2/n$. In the basis from (f), every $d_i$ equals $\operatorname{tr}C/n$, so the bound is reached. `IsLeast` and `IsGreatest` express bound and attainment together, over the values of $F$ on all orthogonal $U$.

```lean
/-- Over all real orthonormal orbital bases, the mean seniority of a normalised real two-electron
singlet has least value `0` and greatest value `2 - 2 (tr C)² / n`. -/
theorem seniority_range (C : Matrix ι ι ℝ) (hC : C.IsSymm)
    (hnorm : ∑ i, ∑ j, C i j ^ 2 = 1) :
    IsLeast (seniority C '' {U | U * Uᵀ = 1}) 0 ∧
    IsGreatest (seniority C '' {U | U * Uᵀ = 1})
      (2 - 2 * C.trace ^ 2 / Fintype.card ι) := by
  refine ⟨⟨?_, ?_⟩, ⟨?_, ?_⟩⟩
  · obtain ⟨U, hU, h0⟩ := exists_seniority_zero C hC
    exact ⟨U, hU, h0⟩
  · rintro _ ⟨U, _, rfl⟩
    unfold seniority
    refine mul_nonneg (by norm_num) (Finset.sum_nonneg fun i _ => Finset.sum_nonneg fun j _ => ?_)
    split_ifs
    · exact le_rfl
    · exact sq_nonneg _
  · obtain ⟨U, hU, hd⟩ := exists_uniform_diagonal C
    refine ⟨U, hU, ?_⟩
    have hz : ∀ i, (U * C * Uᵀ) i i - C.trace / Fintype.card ι = 0 := by
      intro i
      have hn : (Fintype.card ι : ℝ) ≠ 0 :=
        Nat.cast_ne_zero.mpr (Fintype.card_pos_iff.mpr ⟨i⟩).ne'
      have ht : ∑ j, (U * C * Uᵀ) j j = C.trace := trace_rotated C hU
      rw [Finset.sum_congr rfl (fun j _ => hd j i), Finset.sum_const, Finset.card_univ,
        nsmul_eq_mul] at ht
      rw [← ht, mul_div_cancel_left₀ _ hn, sub_self]
    rw [seniority_eq C hnorm hU]
    simp [hz]
  · rintro _ ⟨U, hU, rfl⟩
    rw [seniority_eq C hnorm hU]
    have hs : 0 ≤ ∑ i, ((U * C * Uᵀ) i i - C.trace / Fintype.card ι) ^ 2 :=
      Finset.sum_nonneg fun i _ => sq_nonneg _
    linarith
```

For $C=\operatorname{diag}(0.8,-0.6)$, the original orbitals give $F=0$. The orbitals $(1,\pm1)/\sqrt2$ give diagonal amplitudes $0.1$ and off-diagonal amplitudes $0.7$, so $F=2(0.49+0.49)=1.96$. The bound is $2-2(0.2)^2/2=1.96$.

Allowing complex orbitals can raise the maximum. For $C=1/\sqrt2$ times the $2\times2$ identity, real rotations leave $F=0$. A phase $i$ on the second orbital turns $C$ into $\operatorname{diag}(1,-1)/\sqrt2$, and a $45^\circ$ rotation then gives $F=2$.

## (i) When seniority two is reachable

Show that $F(U)=2$ for some orthogonal $U$ exactly when $\operatorname{tr}C=0$.

If $F(U)=2$, the upper bound forces $(\operatorname{tr}C)^2/n\le0$, so $\operatorname{tr}C=0$. Conversely, if the trace vanishes, the attained maximum is $2$.

```lean
/-- A normalised real singlet has mean seniority two in some real orthonormal orbital basis exactly
when its amplitude matrix is traceless. -/
theorem exists_seniority_two_iff (C : Matrix ι ι ℝ) (hC : C.IsSymm)
    (hnorm : ∑ i, ∑ j, C i j ^ 2 = 1) :
    (∃ U : Matrix ι ι ℝ, U * Uᵀ = 1 ∧ seniority C U = 2) ↔ C.trace = 0 := by
  have hmax := (seniority_range C hC hnorm).2
  constructor
  · rintro ⟨U, hU, h2⟩
    have hle := hmax.2 ⟨U, hU, h2⟩
    have hn : (0 : ℝ) < Fintype.card ι := by
      rcases isEmpty_or_nonempty ι with h | h
      · simp at hnorm
      · exact Nat.cast_pos.mpr Fintype.card_pos
    have h3 : 2 * C.trace ^ 2 / Fintype.card ι ≤ 0 := by linarith
    rw [div_le_iff₀ hn, zero_mul] at h3
    exact pow_eq_zero_iff (two_ne_zero) |>.mp (le_antisymm (by linarith) (sq_nonneg C.trace))
  · intro h0
    obtain ⟨U, hU, h⟩ := hmax.1
    exact ⟨U, hU, by rw [h, h0]; simp⟩

end

end SingletSeniorityRange
```

```lean
#print axioms SingletSeniorityRange.seniority_range
#print axioms SingletSeniorityRange.exists_seniority_two_iff
```

```
'SingletSeniorityRange.seniority_range' depends on axioms: [propext, Classical.choice, Quot.sound]
'SingletSeniorityRange.exists_seniority_two_iff' depends on axioms: [propext, Classical.choice, Quot.sound]
```
